# Two opposite momenta of lowest energy for an electron in a [001] quantum well with both Rashba and linear Dresselhaus coupling

In a pure Rashba band the momenta of lowest energy form a ring. Carry that ring over to a quantum well grown along [001] that also has Dresselhaus coupling, and the electrons are put at the wrong momenta: if their interaction is neglected, at low enough density and temperature they gather around two opposite points of the momentum plane, not along a ring. For a single non-interacting electron with couplings linear in momentum, the theorems below locate these points, give their energy and bound the barrier between them.

## The Hamiltonian and its bands

```lean
import Mathlib

open Matrix

namespace RashbaDresselhausValleys

noncomputable section

/-- The Pauli matrix `σx`. -/
def σx : Matrix (Fin 2) (Fin 2) ℂ := !![0, 1; 1, 0]

/-- The Pauli matrix `σy`. -/
def σy : Matrix (Fin 2) (Fin 2) ℂ := !![0, -Complex.I; Complex.I, 0]
```

These are the usual Pauli matrices; `!![...]` lists the entries row by row.

```lean
/-- Kinetic energy `k²/(2m)` of an electron in the plane, for mass `m ≠ 0`. -/
def kinetic (m : ℝ) (k : ℝ × ℝ) : ℝ := (k.1 ^ 2 + k.2 ^ 2) / (2 * m)
```

A momentum `k` is a pair of reals, with $k_x$ written `k.1` and $k_y$ written `k.2`. With $\hbar=1$ and $k^2=k_x^2+k_y^2$, the kinetic energy is $k^2/(2m)$.

```lean
/-- The Hamiltonian with Rashba coupling `a` and Dresselhaus coupling `b`, for mass `m ≠ 0`. -/
def hamiltonian (m a b : ℝ) (k : ℝ × ℝ) : Matrix (Fin 2) (Fin 2) ℂ :=
  (kinetic m k : ℂ) • (1 : Matrix (Fin 2) (Fin 2) ℂ)
    + (a : ℂ) • ((k.2 : ℂ) • σx - (k.1 : ℂ) • σy)
    + (b : ℂ) • ((k.1 : ℂ) • σx - (k.2 : ℂ) • σy)
```

In ordinary notation,
$$H=\frac{k^2}{2m}+a(k_y\sigma_x-k_x\sigma_y)+b(k_x\sigma_x-k_y\sigma_y).$$
The Rashba constant $a$ (often $\alpha$) stands for the asymmetry of the confining structure, and the Dresselhaus constant $b$ (often $\beta$) for the missing inversion centre of the crystal. The form of the $b$ term is that of a well grown along [001], with $x$ and $y$ along the other two cubic axes of the crystal. Using this $2\times2$ Hamiltonian for a real well assumes that there is no magnetic field and that the momenta are small enough for cubic terms to be dropped.

```lean
/-- Length of the spin-orbit field at momentum `k`. -/
def fieldStrength (a b : ℝ) (k : ℝ × ℝ) : ℝ :=
  √((a * k.2 + b * k.1) ^ 2 + (a * k.1 + b * k.2) ^ 2)
```

Collecting the Pauli matrices gives $H=k^2/(2m)+X\sigma_x-Y\sigma_y$, with $X=ak_y+bk_x$ and $Y=ak_x+bk_y$. The field strength is $r=\sqrt{X^2+Y^2}$. Despite its name it is an energy, half the spin splitting.

```lean
/-- The lower band: kinetic energy minus the field strength, for mass `m ≠ 0`. -/
def lowerBand (m a b : ℝ) (k : ℝ × ℝ) : ℝ := kinetic m k - fieldStrength a b k

/-- The upper band: kinetic energy plus the field strength, for mass `m ≠ 0`. -/
def upperBand (m a b : ℝ) (k : ℝ × ℝ) : ℝ := kinetic m k + fieldStrength a b k
```

The bands are $E_\mp=k^2/(2m)\mp r$.

```lean
/-- For positive mass and nonzero couplings, the size `m(|a|+|b|)/√2` of each momentum component at
a valley. -/
def valleyMomentum (m a b : ℝ) : ℝ := m * (|a| + |b|) / √2

/-- The valley on the diagonal `kx = ky` if `ab > 0`, and on `kx = -ky` if `ab < 0`; the mass `m` is
positive and the couplings `a`, `b` are nonzero. -/
def valley (m a b : ℝ) : ℝ × ℝ :=
  (valleyMomentum m a b, Real.sign (a * b) * valleyMomentum m a b)
```

Write $g=|a|+|b|$, $q=mg/\sqrt2$ and $s$ for the sign of $ab$. Then `valley` is the point $(q,sq)$. "Valley" here means a point of lowest energy in this one band.

```lean
/-- The eigenvalues of the Hamiltonian at momentum `k` are exactly the two band energies. -/
theorem eigenvalue_iff (m a b : ℝ) (k : ℝ × ℝ) (E : ℂ) :
    (∃ v : Fin 2 → ℂ, v ≠ 0 ∧ hamiltonian m a b k *ᵥ v = E • v) ↔
      E = (lowerBand m a b k : ℂ) ∨ E = (upperBand m a b k : ℂ) := by
  have hs : (fieldStrength a b k : ℂ) ^ 2
      = ((a : ℂ) * k.2 + b * k.1) ^ 2 + ((a : ℂ) * k.1 + b * k.2) ^ 2 := by
    have h : fieldStrength a b k ^ 2
        = (a * k.2 + b * k.1) ^ 2 + (a * k.1 + b * k.2) ^ 2 :=
      Real.sq_sqrt (by positivity)
    exact_mod_cast h
  have hH : hamiltonian m a b k - E • (1 : Matrix (Fin 2) (Fin 2) ℂ) =
      !![(kinetic m k : ℂ) - E,
          ((a : ℂ) * k.2 + b * k.1) + Complex.I * ((a : ℂ) * k.1 + b * k.2);
        ((a : ℂ) * k.2 + b * k.1) - Complex.I * ((a : ℂ) * k.1 + b * k.2),
          (kinetic m k : ℂ) - E] := by
    ext i j
    fin_cases i <;> fin_cases j <;> simp [hamiltonian, σx, σy] <;> ring
  -- the characteristic polynomial factorises into the two bands
  have hdet : (hamiltonian m a b k - E • (1 : Matrix (Fin 2) (Fin 2) ℂ)).det
      = (E - (lowerBand m a b k : ℂ)) * (E - (upperBand m a b k : ℂ)) := by
    rw [hH, Matrix.det_fin_two_of]
    simp only [lowerBand, upperBand, Complex.ofReal_sub, Complex.ofReal_add]
    linear_combination hs + ((a : ℂ) * k.1 + b * k.2) ^ 2 * Complex.I_sq
  have hv : ∀ v : Fin 2 → ℂ,
      (hamiltonian m a b k - E • (1 : Matrix (Fin 2) (Fin 2) ℂ)) *ᵥ v
        = hamiltonian m a b k *ᵥ v - E • v := by
    intro v
    rw [Matrix.sub_mulVec, Matrix.smul_mulVec, Matrix.one_mulVec]
  have h1 := Matrix.exists_mulVec_eq_zero_iff
    (M := hamiltonian m a b k - E • (1 : Matrix (Fin 2) (Fin 2) ℂ))
  rw [hdet, mul_eq_zero, sub_eq_zero, sub_eq_zero] at h1
  rw [← h1]
  simp only [hv, sub_eq_zero]
```

The theorem says that a complex number $E$ has a nonzero vector $v$ with $Hv=Ev$ exactly when $E=E_-$ or $E=E_+$. By hand,
$$\det(H-E)=\Big(\frac{k^2}{2m}-E\Big)^2-(X+iY)(X-iY)=(E-E_-)(E-E_+),$$
and a nonzero $v$ exists exactly when this determinant vanishes. In Lean, `hH` writes out the matrix, `hdet` factorises the determinant, and `Matrix.exists_mulVec_eq_zero_iff` supplies the last step.

```lean
/-- The lower band is the smallest eigenvalue of the Hamiltonian at each momentum. -/
theorem lowerBand_isLeast (m a b : ℝ) (k : ℝ × ℝ) :
    IsLeast {E : ℝ | ∃ v : Fin 2 → ℂ, v ≠ 0 ∧ hamiltonian m a b k *ᵥ v = (E : ℂ) • v}
      (lowerBand m a b k) := by
  refine ⟨(eigenvalue_iff m a b k _).2 (Or.inl rfl), fun E hE => ?_⟩
  have h0 : 0 ≤ fieldStrength a b k := Real.sqrt_nonneg _
  rcases (eigenvalue_iff m a b k _).1 hE with h | h
  · exact (Complex.ofReal_injective h).ge
  · have h' : E = upperBand m a b k := Complex.ofReal_injective h
    rw [h', lowerBand, upperBand]
    linarith
```

`IsLeast` says that a number belongs to a set and is at most equal to each of its members. Since $r\ge0$, we have $E_-\le E_+$, so the lower band is the smallest eigenvalue at each $k$.

## Completing the square

```lean
/-- For nonzero couplings the sign `s` of `ab` satisfies `s² = 1` and `ab = s|a||b|`. -/
theorem sign_facts {a b : ℝ} (ha : a ≠ 0) (hb : b ≠ 0) :
    Real.sign (a * b) * Real.sign (a * b) = 1 ∧
      a * b = Real.sign (a * b) * (|a| * |b|) := by
  rw [← abs_mul]
  rcases lt_or_gt_of_ne (mul_ne_zero ha hb) with h | h
  · rw [Real.sign_of_neg h, abs_of_neg h]
    constructor <;> ring
  · rw [Real.sign_of_pos h, abs_of_pos h]
    constructor <;> ring
```

For nonzero couplings $s^2=1$ and $ab=s|a||b|$. The proof treats the two signs separately.

```lean
/-- For nonzero couplings, the squared field strength is `(|a|+|b|)²k²` reduced by a term
that measures the distance of `k` from the valley diagonal. -/
theorem fieldStrength_sq {a b : ℝ} (ha : a ≠ 0) (hb : b ≠ 0) (k : ℝ × ℝ) :
    fieldStrength a b k ^ 2 = (|a| + |b|) ^ 2 * (k.1 ^ 2 + k.2 ^ 2)
      - 2 * |a| * |b| * (k.1 - Real.sign (a * b) * k.2) ^ 2 := by
  obtain ⟨hs, hab⟩ := sign_facts ha hb
  rw [fieldStrength, Real.sq_sqrt (by positivity)]
  linear_combination -(k.1 ^ 2 + k.2 ^ 2) * sq_abs a - (k.1 ^ 2 + k.2 ^ 2) * sq_abs b
    + 4 * k.1 * k.2 * hab + 2 * |a| * |b| * k.2 ^ 2 * hs
```

Expanding the squares and using $a^2+b^2=g^2-2|a||b|$,
$$\begin{aligned}r^2&=(a^2+b^2)k^2+4ab\,k_xk_y\\&=g^2k^2-2|a||b|(k^2-2s\,k_xk_y)\\&=g^2k^2-2|a||b|(k_x-sk_y)^2.\end{aligned}$$
The tactic `linear_combination` checks this by adding multiples of the sign identities and of $|a|^2=a^2$ and $|b|^2=b^2$.

```lean
/-- Completing the square: for nonzero mass and couplings, the lower band is
`-m(|a|+|b|)²/2` plus two squares with coefficients of the sign of `m`. -/
theorem lowerBand_eq {m a b : ℝ} (hm : m ≠ 0) (ha : a ≠ 0) (hb : b ≠ 0) (k : ℝ × ℝ) :
    lowerBand m a b k = -(m * (|a| + |b|) ^ 2 / 2)
      + (fieldStrength a b k - m * (|a| + |b|) ^ 2) ^ 2 / (2 * m * (|a| + |b|) ^ 2)
      + |a| * |b| * (k.1 - Real.sign (a * b) * k.2) ^ 2 / (m * (|a| + |b|) ^ 2) := by
  have key : ∀ g r c K : ℝ, g ≠ 0 → K * g ^ 2 = r ^ 2 + 2 * c →
      K / (2 * m) - r = -(m * g ^ 2 / 2) + (r - m * g ^ 2) ^ 2 / (2 * m * g ^ 2)
        + c / (m * g ^ 2) := by
    intro g r c K hg h
    have hK : K = (r ^ 2 + 2 * c) / g ^ 2 := by
      rw [eq_div_iff (pow_ne_zero 2 hg)]
      exact h
    rw [hK]
    field_simp
    ring
  have hg : |a| + |b| ≠ 0 := by positivity
  have h := fieldStrength_sq ha hb k
  rw [lowerBand, kinetic]
  exact key _ _ _ _ hg (by linear_combination -h)
```

Put $c=|a||b|(k_x-sk_y)^2$. The previous result gives $k^2=(r^2+2c)/g^2$, so
$$E_-=\frac{r^2+2c}{2mg^2}-r=-\frac{mg^2}{2}+\frac{(r-mg^2)^2}{2mg^2}+\frac{c}{mg^2}.$$
The inner statement `key` is this algebra, with `K` for $k^2$; `field_simp` clears the denominators and `ring` finishes.

## The two lowest points

```lean
/-- The lower band takes equal values at opposite momenta. -/
theorem lowerBand_neg (m a b : ℝ) (k : ℝ × ℝ) :
    lowerBand m a b (-k) = lowerBand m a b k := by
  simp only [lowerBand, kinetic, fieldStrength, Prod.fst_neg, Prod.snd_neg]
  ring_nf
```

Reversing $k$ changes the signs of $X$ and $Y$ and leaves $k^2$ and $r$ alone, so $E_-(-k)=E_-(k)$.

```lean
/-- For positive mass and nonzero couplings, the lower band has the energy
`-m(|a|+|b|)²/2` exactly at the valley and at its opposite. -/
theorem lowerBand_eq_min_iff {m a b : ℝ} (hm : 0 < m) (ha : a ≠ 0) (hb : b ≠ 0)
    (k : ℝ × ℝ) : lowerBand m a b k = -(m * (|a| + |b|) ^ 2 / 2) ↔
      k = valley m a b ∨ k = -valley m a b := by
  obtain ⟨hs, -⟩ := sign_facts ha hb
  have hg : 0 < |a| + |b| := by positivity
  have hc : valleyMomentum m a b ^ 2 = (m * (|a| + |b|)) ^ 2 / 2 := by
    rw [valleyMomentum, div_pow, Real.sq_sqrt (by norm_num)]
  constructor
  · intro h
    rw [lowerBand_eq hm.ne' ha hb] at h
    have p1 : 0 ≤ (fieldStrength a b k - m * (|a| + |b|) ^ 2) ^ 2
        / (2 * m * (|a| + |b|) ^ 2) := by positivity
    have p2 : 0 ≤ |a| * |b| * (k.1 - Real.sign (a * b) * k.2) ^ 2
        / (m * (|a| + |b|) ^ 2) := by positivity
    -- both squares vanish
    have z1 := (div_eq_zero_iff.1 (le_antisymm (by linarith) p1)).resolve_right
      (by positivity)
    have z2 := (div_eq_zero_iff.1 (le_antisymm (by linarith) p2)).resolve_right
      (by positivity)
    have hr : fieldStrength a b k = m * (|a| + |b|) ^ 2 :=
      sub_eq_zero.1 (pow_eq_zero_iff two_ne_zero |>.1 z1)
    have hd : k.1 - Real.sign (a * b) * k.2 = 0 :=
      pow_eq_zero_iff two_ne_zero |>.1 ((mul_eq_zero.1 z2).resolve_left (by positivity))
    have hk2 : k.2 = Real.sign (a * b) * k.1 := by
      linear_combination (-Real.sign (a * b)) * hd - k.2 * hs
    have hk2sq : k.2 ^ 2 = k.1 ^ 2 := by
      rw [hk2]
      linear_combination k.1 ^ 2 * hs
    have hq := fieldStrength_sq ha hb k
    rw [hr, hd, hk2sq] at hq
    have hx : k.1 ^ 2 = valleyMomentum m a b ^ 2 := by
      rw [hc]
      apply mul_left_cancel₀ (pow_ne_zero 2 hg.ne')
      linear_combination -hq / 2
    rcases eq_or_eq_neg_of_sq_eq_sq _ _ hx with h1 | h1
    · left
      refine Prod.ext h1 ?_
      change k.2 = Real.sign (a * b) * valleyMomentum m a b
      rw [hk2, h1]
    · right
      refine Prod.ext h1 ?_
      change k.2 = -(Real.sign (a * b) * valleyMomentum m a b)
      rw [hk2, h1]
      ring
  · have hd : Real.sign (a * b) * (Real.sign (a * b) * valleyMomentum m a b)
        = valleyMomentum m a b := by rw [← mul_assoc, hs, one_mul]
    have h2 : (Real.sign (a * b) * valleyMomentum m a b) ^ 2
        = valleyMomentum m a b ^ 2 := by
      linear_combination valleyMomentum m a b ^ 2 * hs
    have hr : fieldStrength a b (valley m a b) = m * (|a| + |b|) ^ 2 := by
      refine (sq_eq_sq₀ (Real.sqrt_nonneg _) (by positivity)).1 ?_
      rw [← fieldStrength, fieldStrength_sq ha hb]
      simp only [valley]
      rw [hd, h2, hc]
      ring
    have hmin : lowerBand m a b (valley m a b) = -(m * (|a| + |b|) ^ 2 / 2) := by
      rw [lowerBand_eq hm.ne' ha hb, hr]
      simp only [valley]
      rw [hd]
      simp
    rintro (rfl | rfl)
    · exact hmin
    · rw [lowerBand_neg, hmin]
```

Let $m>0$. If $E_-=-mg^2/2$, the two nonnegative corrections add to zero, so each vanishes: $r=mg^2$ and $k_x=sk_y$. Then $k_y=sk_x$ and $k_y^2=k_x^2$, and the formula for $r^2$ becomes $m^2g^4=2g^2k_x^2$. Hence $k_x=\pm q$ and $k_y=sk_x$, which are the two valleys.

Conversely, at $(q,sq)$ we have $k_x-sk_y=0$ and $r^2=g^2\cdot2q^2=m^2g^4$, so both corrections vanish; the opposite point follows by symmetry. In the code, `z1` and `z2` are the two vanishing numerators, and `hmin` is the converse.

```lean
/-- For positive mass and nonzero Rashba and Dresselhaus couplings, the lower band has minimum
`-m(|a|+|b|)²/2`, attained at exactly two distinct, opposite momenta. -/
theorem lowerBand_minimum {m a b : ℝ} (hm : 0 < m) (ha : a ≠ 0) (hb : b ≠ 0) :
    IsLeast (Set.range (lowerBand m a b)) (-(m * (|a| + |b|) ^ 2 / 2)) ∧
    {k | lowerBand m a b k = -(m * (|a| + |b|) ^ 2 / 2)}
      = {valley m a b, -valley m a b} ∧
    valley m a b ≠ -valley m a b := by
  refine ⟨⟨⟨valley m a b, (lowerBand_eq_min_iff hm ha hb _).2 (Or.inl rfl)⟩, ?_⟩, ?_, ?_⟩
  · rintro _ ⟨k, rfl⟩
    rw [lowerBand_eq hm.ne' ha hb]
    have p1 : 0 ≤ (fieldStrength a b k - m * (|a| + |b|) ^ 2) ^ 2
        / (2 * m * (|a| + |b|) ^ 2) := by positivity
    have p2 : 0 ≤ |a| * |b| * (k.1 - Real.sign (a * b) * k.2) ^ 2
        / (m * (|a| + |b|) ^ 2) := by positivity
    linarith
  · ext k
    simp only [Set.mem_ofPred_eq, Set.mem_insert_iff, Set.mem_singleton_iff]
    exact lowerBand_eq_min_iff hm ha hb k
  · intro h
    have h1 : valleyMomentum m a b = -valleyMomentum m a b := congrArg Prod.fst h
    have hq : 0 < valleyMomentum m a b := by
      rw [valleyMomentum]
      positivity
    linarith
```

For $m>0$ and $a,b\neq0$ there are three statements: $-m(|a|+|b|)^2/2$ is the least value of the lower band over the whole plane, the momenta with that energy are `valley` and its negative, and these two differ. The first holds because both corrections are nonnegative and vanish at the valley; the second is the preceding theorem; the third follows from $q>0$.

Take $m=1$, $a=2$, $b=1$. Then $g=3$ and the valleys are $\pm(3/\sqrt2,\,3/\sqrt2)$. There $k^2/(2m)=9/2$ and $X=Y=\pm9/\sqrt2$, so $r=9$ and $E_-=-9/2$, as the formula requires.

## The barrier between them

```lean
/-- For positive mass and nonzero couplings, every continuous path in momentum space from one
valley to the other reaches a lower-band energy of at least `-m(|a|-|b|)²/2`. -/
theorem valley_barrier {m a b : ℝ} (hm : 0 < m) (ha : a ≠ 0) (hb : b ≠ 0)
    (γ : ℝ → ℝ × ℝ) (hγ : ContinuousOn γ (Set.Icc 0 1))
    (h0 : γ 0 = valley m a b) (h1 : γ 1 = -valley m a b) :
    ∃ t ∈ Set.Icc (0 : ℝ) 1, -(m * (|a| - |b|) ^ 2 / 2) ≤ lowerBand m a b (γ t) := by
  obtain ⟨hs, -⟩ := sign_facts ha hb
  have hq : 0 < valleyMomentum m a b := by
    rw [valleyMomentum]
    positivity
  have hf : ContinuousOn (fun t => (γ t).1 + Real.sign (a * b) * (γ t).2)
      (Set.Icc 0 1) := hγ.fst.add (continuousOn_const.mul hγ.snd)
  have e0 : (γ 0).1 + Real.sign (a * b) * (γ 0).2 = 2 * valleyMomentum m a b := by
    rw [h0]
    simp only [valley]
    linear_combination valleyMomentum m a b * hs
  have e1 : (γ 1).1 + Real.sign (a * b) * (γ 1).2 = -(2 * valleyMomentum m a b) := by
    rw [h1]
    simp only [valley, Prod.fst_neg, Prod.snd_neg]
    linear_combination -valleyMomentum m a b * hs
  -- the path crosses the other diagonal
  obtain ⟨t, ht, hz⟩ := intermediate_value_Icc' zero_le_one hf
    (show (0 : ℝ) ∈ Set.Icc _ _ from ⟨by linarith, by linarith⟩)
  refine ⟨t, ht, ?_⟩
  have hz' : (γ t).1 + Real.sign (a * b) * (γ t).2 = 0 := hz
  have hr : fieldStrength a b (γ t) ^ 2
      = (|a| - |b|) ^ 2 * ((γ t).1 ^ 2 + (γ t).2 ^ 2) := by
    linear_combination fieldStrength_sq ha hb (γ t)
      + 2 * |a| * |b| * ((γ t).1 + Real.sign (a * b) * (γ t).2) * hz'
      - 4 * |a| * |b| * (γ t).2 ^ 2 * hs
  -- there the arithmetic-geometric mean inequality bounds the field strength
  have key : ∀ D K : ℝ, D ^ 2 * K ≤ (K / (2 * m) + m * D ^ 2 / 2) ^ 2 := by
    intro D K
    have hK : K / (2 * m) * (2 * m) = K := div_mul_cancel₀ K (by positivity)
    have e : (K / (2 * m) + m * D ^ 2 / 2) ^ 2
        = (K / (2 * m) - m * D ^ 2 / 2) ^ 2 + D ^ 2 * K := by
      linear_combination D ^ 2 * hK
    rw [e]
    exact le_add_of_nonneg_left (sq_nonneg _)
  have hle : fieldStrength a b (γ t)
      ≤ ((γ t).1 ^ 2 + (γ t).2 ^ 2) / (2 * m) + m * (|a| - |b|) ^ 2 / 2 := by
    refine (sq_le_sq₀ (Real.sqrt_nonneg _) (by positivity)).1 ?_
    exact hr.le.trans (key _ _)
  rw [lowerBand, kinetic]
  linarith

end

end RashbaDresselhausValleys
```

The path `γ` is a map into the momentum plane, continuous on $[0,1]$, that runs from one valley to the other. Along it $k_x+sk_y$ goes from $2q$ to $-2q$, so by the intermediate value theorem it vanishes at some $t$. There $(k_x-sk_y)^2=2k^2$, and with $D=|a|-|b|$ the field strength satisfies $r^2=D^2k^2$. The inequality of arithmetic and geometric means gives
$$r=|D||k|\le\frac{k^2}{2m}+\frac{mD^2}{2},\qquad\text{so}\qquad E_-\ge-\frac{mD^2}{2}.$$
Lean proves the squared inequality in its own `key` and then removes the squares.

Every such path therefore climbs at least $2m|a||b|$ above the minimum. In the numerical example it must reach $-1/2$ or higher, a climb of at least $4$.

## The ring at zero Dresselhaus coupling

As $b\to0$ the bound $2m|a||b|$ on the climb goes to zero. At $b=0$ with $m>0$ and $a\ne0$, a case that the hypotheses of the minimum theorem exclude, $r=|a||k|$ and
$$E_-=\frac{(|k|-m|a|)^2}{2m}-\frac{ma^2}{2}.$$
The lowest energy is then reached on the whole circle $|k|=m|a|$.

```lean
#print axioms RashbaDresselhausValleys.lowerBand_isLeast
#print axioms RashbaDresselhausValleys.lowerBand_minimum
#print axioms RashbaDresselhausValleys.valley_barrier
```

```
'RashbaDresselhausValleys.lowerBand_isLeast' depends on axioms: [propext, Classical.choice, Quot.sound]
'RashbaDresselhausValleys.lowerBand_minimum' depends on axioms: [propext, Classical.choice, Quot.sound]
'RashbaDresselhausValleys.valley_barrier' depends on axioms: [propext, Classical.choice, Quot.sound]
```
